# Among all updates satisfying one secant equation, a symmetric one can have the smallest operator norm

Take a two-coordinate geometry optimisation with Hessian guess $B=0$, step $s=(1,0)$ and gradient change $y=(1,1)$. Broyden's update gives $\begin{pmatrix}1&0\\1&0\end{pmatrix}$, with operator norm $\sqrt2$, but a Hessian should be symmetric. The Powell-symmetric-Broyden (PSB) update gives $\begin{pmatrix}1&1\\1&0\end{pmatrix}$, with norm $(1+\sqrt5)/2\approx1.62$. Must I always accept a larger change to $B$ to keep it symmetric?

## Setting the free entry to −1

Not if the change is measured in operator norm. In your example, symmetry and the secant equation leave only the lower right entry free. PSB sets it to $0$; setting it to $-1$ gives

$$\begin{pmatrix}1&1\\1&-1\end{pmatrix}=\sqrt2\,H,$$

where $H$ is a reflection. Reflections preserve length, so the norm is $\sqrt2$, the same as Broyden's. The choice of norm matters: with lower right entry $d$ the Frobenius norm is $\sqrt{3+d^2}$, which is smallest for PSB ($d=0$) and even then exceeds Broyden's $\sqrt2$. Below, all norms of operators are operator norms.

In general, let $B$ be symmetric, $s\ne0$, $r=y-Bs$ and $\sigma=\|r\|/\|s\|$. Here $r$ is the error in the secant equation, not an SCF residual or a force.

**No update does better.** If $As=y$, then $r=(A-B)s$, so $\|r\|\le\|A-B\|\,\|s\|$ and $\|A-B\|\ge\sigma$.

**A reflection attains the bound.** The vectors $a=\sigma s$ and $r$ have equal length. Put $v=a-r$. If $v=0$, take $H=1$. Otherwise let $Hx=x-2\langle v,x\rangle v/\|v\|^2$. Then

- $\langle Hx,z\rangle=\langle x,z\rangle-2\langle v,x\rangle\langle v,z\rangle/\|v\|^2$, which is symmetric in $x$ and $z$;
- $\|Hx\|^2=\|x\|^2-4\langle v,x\rangle^2/\|v\|^2+4\langle v,x\rangle^2/\|v\|^2=\|x\|^2$;
- $2\langle v,a\rangle=2\|a\|^2-2\langle a,r\rangle=\|a\|^2+\|r\|^2-2\langle a,r\rangle=\|v\|^2$, so $Ha=a-v=r$.

Set $C=B+\sigma H$. It is symmetric, and $Cs=Bs+H(\sigma s)=Bs+r=y$. Since $\|\sigma Hx\|=\sigma\|x\|$, we have $\|C-B\|\le\sigma$, and the lower bound makes this an equality.

**PSB can exceed it.** With $c=\langle s,r\rangle$, the PSB correction is $P=(rs^T+sr^T)/\|s\|^2-c\,ss^T/\|s\|^4$. It is symmetric, and $Ps=r+cs/\|s\|^2-cs/\|s\|^2=r$. Applied to $r$ it gives

$$Pr=\frac{c}{\|s\|^2}\,r+\Big(\frac{\|r\|^2}{\|s\|^2}-\frac{c^2}{\|s\|^4}\Big)s,$$

and expanding the square,

$$\|Pr\|^2=\sigma^2\|r\|^2+\frac{c^2(\|s\|^2\|r\|^2-c^2)}{\|s\|^6}.$$

If $r$ is neither orthogonal nor parallel to $s$, the last term is positive, so $\|P\|>\sigma$.

Here is the whole argument in Lean.

```lean
import Mathlib

namespace SymmetricSecantUpdate

noncomputable section

variable {E : Type*} [NormedAddCommGroup E] [InnerProductSpace ℝ E]

open scoped Classical in
/-- The Householder reflection `x ↦ x - 2 ⟨v, x⟩ v / ‖v‖²` along a nonzero direction `v`;
for `v = 0` it is defined to be the identity. -/
def householder (v : E) : E →L[ℝ] E :=
  if v = 0 then ContinuousLinearMap.id ℝ E
  else ContinuousLinearMap.id ℝ E - (2 / ‖v‖ ^ 2) • (innerSL ℝ v).smulRight v

/-- The secant update `B + σ H`, for `s ≠ 0`; it is symmetric when `B` is. Here
`σ = ‖y - B s‖ / ‖s‖` and `H` is the Householder reflection along `σ s - (y - B s)`. -/
def householderUpdate (B : E →L[ℝ] E) (s y : E) : E →L[ℝ] E :=
  B + (‖y - B s‖ / ‖s‖) • householder ((‖y - B s‖ / ‖s‖) • s - (y - B s))

/-- The Powell-symmetric-Broyden correction
`(r sᵀ + s rᵀ) / ‖s‖² - ⟨s, r⟩ s sᵀ / ‖s‖⁴` for a step `s ≠ 0` and a residual `r`. -/
def psbCorrection (s r : E) : E →L[ℝ] E :=
  (1 / ‖s‖ ^ 2) • ((innerSL ℝ s).smulRight r + (innerSL ℝ r).smulRight s)
    - (inner ℝ s r / ‖s‖ ^ 4) • (innerSL ℝ s).smulRight s

/-- A Householder reflection is symmetric and preserves the length of every vector. -/
theorem householder_symmetric_isometry (v : E) :
    (∀ x z, inner ℝ (householder v x) z = inner ℝ x (householder v z)) ∧
      ∀ x, ‖householder v x‖ = ‖x‖ := by
  by_cases hv : v = 0
  · simp [householder, hv]
  have h : ∀ x, householder v x = x - (2 * inner ℝ v x / ‖v‖ ^ 2) • v := by
    intro x
    rw [householder, if_neg hv]
    change x - (2 / ‖v‖ ^ 2) • (inner ℝ v x • v) = _
    rw [smul_smul, div_mul_eq_mul_div]
  refine ⟨fun x z => ?_, fun x => ?_⟩
  · rw [h, h, inner_sub_left, inner_sub_right, real_inner_smul_left, real_inner_smul_right,
      real_inner_comm v x]
    ring
  · -- the two terms produced by the reflection cancel in the squared length
    have hn : ‖v‖ ^ 2 ≠ 0 := pow_ne_zero 2 (norm_ne_zero_iff.2 hv)
    have ha : 2 * inner ℝ v x / ‖v‖ ^ 2 * ‖v‖ ^ 2 = 2 * inner ℝ v x := div_mul_cancel₀ _ hn
    apply (sq_eq_sq₀ (norm_nonneg _) (norm_nonneg _)).1
    rw [h, norm_sub_sq_real, real_inner_smul_right, norm_smul, mul_pow, Real.norm_eq_abs,
      sq_abs, real_inner_comm v x]
    linear_combination (2 * inner ℝ v x / ‖v‖ ^ 2) * ha

/-- For two vectors of equal length, the reflection along their difference carries the first
to the second. -/
theorem householder_maps {a b : E} (hab : ‖a‖ = ‖b‖) : householder (a - b) a = b := by
  by_cases h0 : a - b = 0
  · rw [householder, if_pos h0]
    exact sub_eq_zero.1 h0
  have hn : ‖a - b‖ ^ 2 ≠ 0 := pow_ne_zero 2 (norm_ne_zero_iff.2 h0)
  have hc : 2 * inner ℝ (a - b) a = ‖a - b‖ ^ 2 := by
    rw [norm_sub_sq_real, inner_sub_left, real_inner_self_eq_norm_sq, real_inner_comm a b, hab]
    ring
  rw [householder, if_neg h0]
  change a - (2 / ‖a - b‖ ^ 2) • (inner ℝ (a - b) a • (a - b)) = b
  rw [smul_smul, div_mul_eq_mul_div, hc, div_self hn, one_smul, sub_sub_cancel]

/-- Any operator `A` with `A s = y` differs from `B` by enough to account for the residual:
`‖y - B s‖ ≤ ‖A - B‖ ‖s‖`. -/
theorem residual_le (A B : E →L[ℝ] E) {s y : E} (h : A s = y) :
    ‖y - B s‖ ≤ ‖A - B‖ * ‖s‖ := by
  subst h
  exact (A - B).le_opNorm s

/-- For symmetric `B` and `s ≠ 0`, the Householder update is symmetric, maps `s` to `y`, and
changes `B` by exactly `‖y - B s‖ / ‖s‖` in operator norm; no bounded operator mapping `s` to
`y`, symmetric or not, is closer to `B`. -/
theorem householderUpdate_optimal (B : E →L[ℝ] E) (hB : (B : E →ₗ[ℝ] E).IsSymmetric)
    {s : E} (hs : s ≠ 0) (y : E) :
    (householderUpdate B s y : E →ₗ[ℝ] E).IsSymmetric ∧
      householderUpdate B s y s = y ∧
      ‖householderUpdate B s y - B‖ = ‖y - B s‖ / ‖s‖ ∧
      ∀ A : E →L[ℝ] E, A s = y → ‖y - B s‖ / ‖s‖ ≤ ‖A - B‖ := by
  have hpos : 0 < ‖s‖ := norm_pos_iff.2 hs
  have hlow : ∀ A : E →L[ℝ] E, A s = y → ‖y - B s‖ / ‖s‖ ≤ ‖A - B‖ :=
    fun A hA => (div_le_iff₀ hpos).2 (residual_le A B hA)
  have hσ : 0 ≤ ‖y - B s‖ / ‖s‖ := by positivity
  -- the scaled step has the length of the residual, so the reflection can match them
  have hlen : ‖(‖y - B s‖ / ‖s‖) • s‖ = ‖y - B s‖ := by
    rw [norm_smul, Real.norm_of_nonneg hσ, div_mul_cancel₀ _ hpos.ne']
  have hsec : householderUpdate B s y s = y := by
    change B s + (‖y - B s‖ / ‖s‖) •
      householder ((‖y - B s‖ / ‖s‖) • s - (y - B s)) s = y
    rw [← map_smul, householder_maps hlen, add_sub_cancel]
  obtain ⟨hsym, hiso⟩ :=
    householder_symmetric_isometry ((‖y - B s‖ / ‖s‖) • s - (y - B s))
  refine ⟨fun x z => ?_, hsec, le_antisymm ?_ (hlow _ hsec), hlow⟩
  · have hBxz : inner ℝ (B x) z = inner ℝ x (B z) := hB x z
    change inner ℝ (B x + (‖y - B s‖ / ‖s‖) • householder _ x) z =
      inner ℝ x (B z + (‖y - B s‖ / ‖s‖) • householder _ z)
    rw [inner_add_left, inner_add_right, real_inner_smul_left, real_inner_smul_right,
      hBxz, hsym]
  · rw [householderUpdate, add_sub_cancel_left]
    refine ContinuousLinearMap.opNorm_le_bound _ hσ fun x => ?_
    change ‖(‖y - B s‖ / ‖s‖) • householder _ x‖ ≤ _
    rw [norm_smul, Real.norm_of_nonneg hσ, hiso]

/-- Matrix form: for a real symmetric matrix `B` and `s ≠ 0` there is a symmetric matrix `C`
with `C s = y` whose distance from `B` in Euclidean operator norm is `‖y - B s‖ / ‖s‖`, and no
matrix mapping `s` to `y` is closer. -/
theorem exists_symmetric_matrix_optimal {n : Type*} [Fintype n] [DecidableEq n]
    (B : Matrix n n ℝ) (hB : B.IsSymm) {s : EuclideanSpace ℝ n} (hs : s ≠ 0)
    (y : EuclideanSpace ℝ n) :
    let op := Matrix.toEuclideanCLM (n := n) (𝕜 := ℝ)
    ∃ C : Matrix n n ℝ, C.IsSymm ∧ op C s = y ∧ ‖op (C - B)‖ = ‖y - op B s‖ / ‖s‖ ∧
      ∀ A : Matrix n n ℝ, op A s = y → ‖op (C - B)‖ ≤ ‖op (A - B)‖ := by
  intro op
  have hstar : ∀ M : Matrix n n ℝ, star M = M.transpose := fun M => by
    rw [Matrix.star_eq_conjTranspose, Matrix.conjTranspose_eq_transpose_of_trivial]
  have hsa : IsSelfAdjoint (op B) := by
    change star (op B) = op B
    rw [← map_star, hstar, hB.eq]
  obtain ⟨h1, h2, h3, h4⟩ := householderUpdate_optimal (op B)
    (ContinuousLinearMap.isSelfAdjoint_iff_isSymmetric.1 hsa) hs y
  -- read the optimal operator back as a matrix
  obtain ⟨C, hC⟩ := EquivLike.surjective op (householderUpdate (op B) s y)
  rw [← hC] at h1 h2 h3
  have hCs : star C = C := EquivLike.injective op (by
    rw [map_star]
    exact ContinuousLinearMap.isSelfAdjoint_iff_isSymmetric.2 h1)
  refine ⟨C, (hstar C).symm.trans hCs, h2, by rw [map_sub, h3], fun A hA => ?_⟩
  rw [map_sub, map_sub, h3]
  exact h4 _ hA

/-- For `s ≠ 0` the Powell-symmetric-Broyden correction is symmetric and maps the step `s` to
the residual `r`. -/
theorem psbCorrection_secant {s : E} (hs : s ≠ 0) (r : E) :
    (psbCorrection s r : E →ₗ[ℝ] E).IsSymmetric ∧ psbCorrection s r s = r := by
  have hn : ‖s‖ ≠ 0 := norm_ne_zero_iff.2 hs
  constructor
  · intro x z
    change inner ℝ ((1 / ‖s‖ ^ 2) • (inner ℝ s x • r + inner ℝ r x • s)
        - (inner ℝ s r / ‖s‖ ^ 4) • (inner ℝ s x • s)) z =
      inner ℝ x ((1 / ‖s‖ ^ 2) • (inner ℝ s z • r + inner ℝ r z • s)
        - (inner ℝ s r / ‖s‖ ^ 4) • (inner ℝ s z • s))
    simp only [inner_sub_left, inner_sub_right, inner_add_left, inner_add_right,
      real_inner_smul_left, real_inner_smul_right]
    rw [real_inner_comm s x, real_inner_comm r x]
    ring
  · change (1 / ‖s‖ ^ 2) • (inner ℝ s s • r + inner ℝ r s • s)
        - (inner ℝ s r / ‖s‖ ^ 4) • (inner ℝ s s • s) = r
    rw [real_inner_self_eq_norm_sq, real_inner_comm s r]
    match_scalars <;> field_simp
    ring

/-- If the residual `r` is neither orthogonal nor parallel to the step `s`, the
Powell-symmetric-Broyden correction has operator norm strictly above `‖r‖ / ‖s‖`. -/
theorem psbCorrection_not_optimal {s r : E} (hc : inner ℝ s r ≠ 0)
    (hlt : |inner ℝ s r| < ‖s‖ * ‖r‖) : ‖r‖ / ‖s‖ < ‖psbCorrection s r‖ := by
  have hs : s ≠ 0 := by
    rintro rfl
    simp at hc
  have hpos : 0 < ‖s‖ := norm_pos_iff.2 hs
  have hn : ‖s‖ ≠ 0 := hpos.ne'
  have happ : psbCorrection s r r = (inner ℝ s r / ‖s‖ ^ 2) • r
      + (‖r‖ ^ 2 / ‖s‖ ^ 2 - inner ℝ s r ^ 2 / ‖s‖ ^ 4) • s := by
    change (1 / ‖s‖ ^ 2) • (inner ℝ s r • r + inner ℝ r r • s)
        - (inner ℝ s r / ‖s‖ ^ 4) • (inner ℝ s r • s) = _
    rw [real_inner_self_eq_norm_sq]
    module
  -- the excess is governed by the Cauchy-Schwarz defect
  have hsq : ‖psbCorrection s r r‖ ^ 2 = (‖r‖ / ‖s‖ * ‖r‖) ^ 2
      + inner ℝ s r ^ 2 * ((‖s‖ * ‖r‖) ^ 2 - inner ℝ s r ^ 2) / ‖s‖ ^ 6 := by
    rw [happ, norm_add_sq_real, real_inner_smul_left, real_inner_smul_right, norm_smul,
      norm_smul, mul_pow, mul_pow, Real.norm_eq_abs, Real.norm_eq_abs, sq_abs, sq_abs,
      real_inner_comm s r]
    field_simp
    ring
  have hdef : 0 < (‖s‖ * ‖r‖) ^ 2 - inner ℝ s r ^ 2 := by
    have h := pow_lt_pow_left₀ hlt (abs_nonneg _) two_ne_zero
    rw [sq_abs] at h
    linarith
  have hex : 0 < inner ℝ s r ^ 2 * ((‖s‖ * ‖r‖) ^ 2 - inner ℝ s r ^ 2) / ‖s‖ ^ 6 :=
    div_pos (mul_pos (pow_pos (abs_pos.2 hc) 2 |>.trans_eq (sq_abs _)) hdef) (pow_pos hpos 6)
  by_contra hcon
  have hle : ‖psbCorrection s r r‖ ≤ ‖r‖ / ‖s‖ * ‖r‖ :=
    ((psbCorrection s r).le_opNorm r).trans
      (mul_le_mul_of_nonneg_right (not_lt.1 hcon) (norm_nonneg r))
  have hle2 := pow_le_pow_left₀ (norm_nonneg _) hle 2
  linarith

end

end SymmetricSecantUpdate
```

```lean
#print axioms SymmetricSecantUpdate.householderUpdate_optimal
#print axioms SymmetricSecantUpdate.exists_symmetric_matrix_optimal
#print axioms SymmetricSecantUpdate.psbCorrection_secant
#print axioms SymmetricSecantUpdate.psbCorrection_not_optimal
```

```
'SymmetricSecantUpdate.householderUpdate_optimal' depends on axioms: [propext, Classical.choice, Quot.sound]
'SymmetricSecantUpdate.exists_symmetric_matrix_optimal' depends on axioms: [propext, Classical.choice, Quot.sound]
'SymmetricSecantUpdate.psbCorrection_secant' depends on axioms: [propext, Classical.choice, Quot.sound]
'SymmetricSecantUpdate.psbCorrection_not_optimal' depends on axioms: [propext, Classical.choice, Quot.sound]
```

## What the theorems say

`E` is a real inner product space of any dimension, and `E →L[ℝ] E` is the space of bounded operators with the operator norm. The expression `(innerSL ℝ v).smulRight v` is $vv^T$. `householderUpdate_optimal` states the four facts about $C$: symmetry, the secant equation, the exact distance $\sigma$ from $B$, and minimality among all bounded secant operators.

`exists_symmetric_matrix_optimal` says the same for finite real matrices, where `op` lets a matrix act on Euclidean space. In `psbCorrection_not_optimal`, `hc` excludes orthogonality and `hlt`, strict Cauchy–Schwarz, excludes parallel vectors.

This bears on Hessian updates in geometry relaxation, for one secant pair and without any guarantee of positive definiteness: your optimal matrix above is indefinite. The step from here to a working optimiser, that a smaller change in operator norm improves convergence, is not supplied by the hypotheses.

## How Lean reaches them

`householder_symmetric_isometry` and `householder_maps` prove the three bullet points, and `residual_le` is the lower bound. In the main theorem, `map_smul` moves $\sigma$ inside the reflection so that `householder_maps` applies, and `le_antisymm` joins the two norm bounds. The matrix version translates symmetry into self-adjointness, then uses surjectivity of `op` to read the optimal operator back as a matrix.

`psbCorrection_secant` checks symmetry and $Ps=r$. For the strict inequality, `happ` is the formula for $Pr$ and `hsq` the squared norm; assuming $\|P\|\le\sigma$ then contradicts the positive excess.

## Two nearby cases

If $r=0$, then $\sigma=0$ and $C=B$: a guess that already satisfies the secant equation is left alone.

If $B$ is not symmetric, the same argument still gives a secant update at the minimal distance $\sigma$. The correction $\sigma H$ is symmetric, so the antisymmetric part of $B$ is unchanged.
